# A residual term with the exact density response corrects the force at any density in a quadratic energy model

A self-consistency cycle stops at a finite tolerance, and the forces are then computed from a density that is not quite converged. A calculation can add a correction that pairs the remaining residual with an estimate of how the density follows the nucleus. Take an energy quadratic in finitely many density coefficients, with a positive definite stiffness that does not change as the nucleus moves and a coupling linear in one nuclear coordinate. This correction then restores the exact force if the estimate is the exact linear response. Otherwise the remaining error is a product of the density error and the response error.

## Energy, force and residual

The density is a real vector \(n\) of coefficients, indexed by a finite type `ι`.

```lean
import Mathlib

open Matrix

namespace ForceCorrection

noncomputable section

variable {ι : Type*} [Fintype ι]
```

Let \(x\) be the nuclear coordinate, \(b\) the vector that couples it to the density, and \(A\) a real square matrix, the stiffness of the density. The energy is

\[
E(x,n)=\tfrac12\langle n,An\rangle-x\langle b,n\rangle .
\]

In Lean, `⬝ᵥ` is the scalar product and `*ᵥ` applies a matrix to a vector.

```lean
/-- The energy `⟨n, A n⟩ / 2 - x ⟨b, n⟩` of the density `n` at the nuclear coordinate `x`. -/
def energy (A : Matrix ι ι ℝ) (b : ι → ℝ) (x : ℝ) (n : ι → ℝ) : ℝ :=
  (n ⬝ᵥ A *ᵥ n) / 2 - x * (b ⬝ᵥ n)
```

Neither \(A\) nor \(b\) depends on \(x\), so the model has no forces from a moving basis, and the coefficients obey no particle-number constraint. Energy terms that depend on \(x\) alone, such as the repulsion between nuclei, are left out; they would add the same amount to the exact and to the corrected force. At fixed density the force is \(-\partial E/\partial x=\langle b,n\rangle\). For symmetric \(A\), the residual \(xb-An\) is minus the gradient of \(E\) in \(n\). Pairing it with a trial response \(u\) gives the corrected force

\[
F_u(x,n)=\langle b,n\rangle+\langle u,xb-An\rangle .
\]

```lean
/-- The force `⟨b, n⟩` at fixed density plus the correction `⟨u, x b - A n⟩`, in which a
density response `u` is paired with the residual of the stationarity equation. -/
def correctedForce (A : Matrix ι ι ℝ) (b u : ι → ℝ) (x : ℝ) (n : ι → ℝ) : ℝ :=
  b ⬝ᵥ n + u ⬝ᵥ (x • b - A *ᵥ n)
```

## The correction comes from the total derivative

Two rules are needed. For symmetric \(A\), \(\langle u,Av\rangle=\langle Au,v\rangle=\langle v,Au\rangle\).

```lean
/-- A symmetric matrix can be moved from one side of the scalar product to the other. -/
lemma dot_mulVec_symm {A : Matrix ι ι ℝ} (hA : A.IsSymm) (u v : ι → ℝ) :
    u ⬝ᵥ A *ᵥ v = v ⬝ᵥ A *ᵥ u := by
  rw [Matrix.dotProduct_mulVec, ← Matrix.mulVec_transpose, hA.eq, dotProduct_comm]
```

For differentiable paths \(p\) and \(q\), \(\langle p,q\rangle'=\langle p',q\rangle+\langle p,q'\rangle\), by the product rule in each component.

```lean
/-- The product rule for the scalar product of two differentiable paths of vectors. -/
lemma hasDerivAt_dot {p q : ℝ → ι → ℝ} {p' q' : ι → ℝ} {x : ℝ}
    (hp : HasDerivAt p p' x) (hq : HasDerivAt q q' x) :
    HasDerivAt (fun t => p t ⬝ᵥ q t) (p' ⬝ᵥ q x + p x ⬝ᵥ q') x := by
  have h : HasDerivAt (fun t => ∑ i, p t i * q t i)
      (∑ i, (p' i * q x i + p x i * q' i)) x :=
    HasDerivAt.fun_sum fun i _ => (hasDerivAt_pi.1 hp i).fun_mul (hasDerivAt_pi.1 hq i)
  rw [Finset.sum_add_distrib] at h
  exact h
```

Now let the density follow a path \(n(t)\) with velocity \(u\) at \(t=x\). Then, with \(n=n(x)\),

\[
\begin{aligned}
\frac{d}{dt}E(t,n(t))\Big|_{t=x}
&=\tfrac12\bigl(\langle u,An\rangle+\langle n,Au\rangle\bigr)-\langle b,n\rangle-x\langle b,u\rangle\\
&=-\langle b,n\rangle-\langle u,xb-An\rangle=-F_u(x,n).
\end{aligned}
\]

```lean
/-- For symmetric `A`, if the density moves with velocity `u` as the nucleus moves, the total
derivative of the energy is minus the corrected force with response `u`. -/
theorem hasDerivAt_energy_along {A : Matrix ι ι ℝ} (hA : A.IsSymm) (b : ι → ℝ)
    {n : ℝ → ι → ℝ} {u : ι → ℝ} {x : ℝ} (hn : HasDerivAt n u x) :
    HasDerivAt (fun t => energy A b t (n t)) (-correctedForce A b u x (n x)) x := by
  have hAn : HasDerivAt (fun t => A *ᵥ n t) (A *ᵥ u) x := by
    refine hasDerivAt_pi.2 fun i => ?_
    have h := hasDerivAt_dot (hasDerivAt_const x (A i)) hn
    rw [zero_dotProduct, zero_add] at h
    exact h
  have h1 := (hasDerivAt_dot hn hAn).div_const 2
  have h2 := (hasDerivAt_id' x).fun_mul (hasDerivAt_dot (hasDerivAt_const x b) hn)
  refine (h1.fun_sub h2).congr_deriv ?_
  -- symmetry merges the two halves of the quadratic term
  have hs := dot_mulVec_symm hA (n x) u
  simp only [correctedForce, dotProduct_sub, dotProduct_smul, smul_eq_mul,
    zero_dotProduct, dotProduct_comm u b]
  linear_combination hs / 2
```

`HasDerivAt f f' x` says that `f` is differentiable at `x` with derivative `f'`. In the proof, `h1` differentiates the quadratic term and `h2` the coupling term; `hs` is the symmetry that merges the two halves.

## The minimizing density

For symmetric \(A\), stationarity requires \(An=xb\). If \(A\) is also invertible, the solution is \(m(x)=xA^{-1}b\).

```lean
variable [DecidableEq ι]

/-- The density `x A⁻¹ b`. For singular `A`, Mathlib sets `A⁻¹ = 0`, and this is the zero vector. -/
def groundDensity (A : Matrix ι ι ℝ) (b : ι → ℝ) (x : ℝ) : ι → ℝ :=
  x • (A⁻¹ *ᵥ b)
```

From here on \(A\) is positive definite: every displacement of the density from equilibrium costs energy, as it does for a stable ground state. Mathlib's `PosDef` includes the Hermitian property, which for a real matrix is symmetry.

```lean
omit [Fintype ι] [DecidableEq ι] in
/-- A real positive definite matrix is symmetric. -/
lemma isSymm_of_posDef {A : Matrix ι ι ℝ} (hA : A.PosDef) : A.IsSymm :=
  (Matrix.conjTranspose_eq_transpose_of_trivial A).symm.trans hA.isHermitian.eq
```

The determinant is positive, so \(A\) is invertible and \(A(A^{-1}b)=b\). This is the linear response equation, the \(x\)-derivative of \(Am(x)=xb\).

```lean
/-- For positive definite `A`, the vector `A⁻¹ b` solves the linear response equation. -/
lemma mulVec_response {A : Matrix ι ι ℝ} (hA : A.PosDef) (b : ι → ℝ) :
    A *ᵥ (A⁻¹ *ᵥ b) = b := by
  have h : IsUnit A.det := hA.det_pos.ne'.isUnit
  rw [Matrix.mulVec_mulVec, Matrix.mul_nonsing_inv _ h, Matrix.one_mulVec]
```

Write \(n=m+d\) with density error \(d\). Since \(\langle d,Am\rangle=\langle m,Ad\rangle=x\langle b,d\rangle\), the linear terms cancel:

\[
E(x,m+d)-E(x,m)=\tfrac12\langle d,Ad\rangle>0\qquad(d\neq0).
\]

```lean
/-- For positive definite `A`, every density other than `x A⁻¹ b` has a strictly higher
energy. -/
theorem energy_groundDensity_lt {A : Matrix ι ι ℝ} (hA : A.PosDef) (b : ι → ℝ) (x : ℝ)
    {n : ι → ℝ} (hn : n ≠ groundDensity A b x) :
    energy A b x (groundDensity A b x) < energy A b x n := by
  have hm : A *ᵥ groundDensity A b x = x • b := by
    rw [groundDensity, Matrix.mulVec_smul, mulVec_response hA]
  generalize groundDensity A b x = m at hm hn ⊢
  obtain ⟨d, rfl⟩ : ∃ d, n = m + d := ⟨n - m, by abel⟩
  have hd : d ≠ 0 := fun h => hn (by rw [h, add_zero])
  have hpos := hA.dotProduct_mulVec_pos hd
  rw [star_trivial] at hpos
  -- the terms linear in the displacement cancel by stationarity
  have h2 : d ⬝ᵥ A *ᵥ m = x * (b ⬝ᵥ d) := by
    rw [hm, dotProduct_smul, smul_eq_mul, dotProduct_comm]
  have h1 : m ⬝ᵥ A *ᵥ d = x * (b ⬝ᵥ d) := by
    rw [dot_mulVec_symm (isSymm_of_posDef hA), h2]
  simp only [energy, Matrix.mulVec_add, add_dotProduct, dotProduct_add, mul_add]
  linarith
```

The theorem states the strict inequality; the cancellation is carried out by `h1`, `h2` and the final `linarith`. The energy error is thus of second order in \(d\), whereas the uncorrected force \(\langle b,m+d\rangle\) is wrong by the first-order term \(\langle b,d\rangle\).

## The force error is a product of two errors

Let the response also be inexact, \(u=A^{-1}b+e\). The residual at \(m+d\) is \(xb-Am-Ad=-Ad\), and \(\langle A^{-1}b,Ad\rangle=\langle d,b\rangle\). Therefore

\[
\begin{aligned}
F_u(x,m+d)&=\langle b,m\rangle+\langle b,d\rangle-\langle A^{-1}b,Ad\rangle-\langle e,Ad\rangle\\
&=\langle b,m\rangle-\langle e,Ad\rangle .
\end{aligned}
\]

```lean
/-- For positive definite `A`, a density error `d` and a response error `e` change the
corrected force by `-⟨e, A d⟩`, a product of the two errors. -/
theorem correctedForce_error {A : Matrix ι ι ℝ} (hA : A.PosDef) (b e d : ι → ℝ) (x : ℝ) :
    correctedForce A b (A⁻¹ *ᵥ b + e) x (groundDensity A b x + d)
      = b ⬝ᵥ groundDensity A b x - e ⬝ᵥ A *ᵥ d := by
  -- the residual depends on the density error only
  have hr : x • b - A *ᵥ (groundDensity A b x + d) = -(A *ᵥ d) := by
    rw [Matrix.mulVec_add, groundDensity, Matrix.mulVec_smul, mulVec_response hA]
    abel
  have hw : (A⁻¹ *ᵥ b) ⬝ᵥ A *ᵥ d = b ⬝ᵥ d := by
    rw [dot_mulVec_symm (isSymm_of_posDef hA), mulVec_response hA, dotProduct_comm]
  rw [correctedForce, hr, dotProduct_neg, add_dotProduct, dotProduct_add, hw]
  ring
```

Here `hr` is the residual and `hw` the cancellation of the first-order term. Using no correction means \(u=0\), that is \(e=-A^{-1}b\), and the formula returns the error \(\langle b,d\rangle\).

With \(e=0\) and \(d=n-m\), the force is exact at every \(n\), however far from the minimum.

```lean
/-- For positive definite `A`, the corrected force with response `A⁻¹ b`, evaluated at any
density `n`, equals the force `⟨b, m⟩` at the minimizing density `m`. -/
theorem correctedForce_exact {A : Matrix ι ι ℝ} (hA : A.PosDef) (b n : ι → ℝ) (x : ℝ) :
    correctedForce A b (A⁻¹ *ᵥ b) x n = b ⬝ᵥ groundDensity A b x := by
  have h := correctedForce_error hA b 0 (n - groundDensity A b x) x
  simpa only [add_zero, add_sub_cancel, zero_dotProduct, sub_zero] using h
```

The physical force is minus the derivative of the minimized energy. Along \(m(t)\) the velocity is \(A^{-1}b\), so the total derivative found above equals \(-F_{A^{-1}b}(x,m(x))\). This value does not change when \(m(x)\) is replaced by any \(n\):

\[
-\frac{d}{dx}E(x,m(x))=F_{A^{-1}b}(x,n).
\]

```lean
/-- For positive definite `A`, the derivative of the minimized energy with respect to the
nuclear coordinate is minus the corrected force with response `A⁻¹ b` at any density `n`. -/
theorem hasDerivAt_groundEnergy {A : Matrix ι ι ℝ} (hA : A.PosDef) (b n : ι → ℝ) (x : ℝ) :
    HasDerivAt (fun t => energy A b t (groundDensity A b t))
      (-correctedForce A b (A⁻¹ *ᵥ b) x n) x := by
  have hm : HasDerivAt (groundDensity A b) (A⁻¹ *ᵥ b) x := by
    have h := (hasDerivAt_id' x).smul_const (A⁻¹ *ᵥ b)
    rw [one_smul] at h
    exact h
  have h := hasDerivAt_energy_along (isSymm_of_posDef hA) b hm
  -- the corrected force does not depend on the density at which it is evaluated
  rw [correctedForce_exact hA] at h ⊢
  exact h
```

## Only the exact response works for every density

Suppose that, at a given \(x\), \(F_u(x,n)=\langle b,m\rangle\) for all \(n\). Write \(u=A^{-1}b+e\) and choose \(n=m+e\). The error formula gives \(\langle e,Ae\rangle=0\), so \(e=0\) by positive definiteness. The other direction is the exactness already shown.

```lean
/-- For positive definite `A`, a response `u` gives the exact force at every density if and
only if `u = A⁻¹ b`. -/
theorem correctedForce_exact_iff {A : Matrix ι ι ℝ} (hA : A.PosDef) (b u : ι → ℝ) (x : ℝ) :
    (∀ n, correctedForce A b u x n = b ⬝ᵥ groundDensity A b x) ↔ u = A⁻¹ *ᵥ b := by
  constructor
  · intro h
    obtain ⟨e, rfl⟩ : ∃ e, u = A⁻¹ *ᵥ b + e := ⟨u - A⁻¹ *ᵥ b, by abel⟩
    -- test on a density error equal to the response error
    have h1 := h (groundDensity A b x + e)
    rw [correctedForce_error hA] at h1
    by_contra hne
    have he : e ≠ 0 := fun h0 => hne (by rw [h0, add_zero])
    have hpos := hA.dotProduct_mulVec_pos he
    rw [star_trivial] at hpos
    linarith
  · rintro rfl n
    exact correctedForce_exact hA b n x

end

end ForceCorrection
```

```lean
#print axioms ForceCorrection.energy_groundDensity_lt
#print axioms ForceCorrection.correctedForce_exact
#print axioms ForceCorrection.hasDerivAt_groundEnergy
#print axioms ForceCorrection.correctedForce_exact_iff
```

```
'ForceCorrection.energy_groundDensity_lt' depends on axioms: [propext, Classical.choice, Quot.sound]
'ForceCorrection.correctedForce_exact' depends on axioms: [propext, Classical.choice, Quot.sound]
'ForceCorrection.hasDerivAt_groundEnergy' depends on axioms: [propext, Classical.choice, Quot.sound]
'ForceCorrection.correctedForce_exact_iff' depends on axioms: [propext, Classical.choice, Quot.sound]
```

## Numbers for two coefficients

Take \(x=1\) and

\[
A=\begin{pmatrix}2&1\\1&2\end{pmatrix},\quad b=\begin{pmatrix}3\\0\end{pmatrix},\quad m=A^{-1}b=\begin{pmatrix}2\\-1\end{pmatrix}.
\]

The exact force is \(\langle b,m\rangle=6\). At \(n=(2.1,-1)\) the energy error is \(0.01\), but the uncorrected force is \(6.3\). The residual is \((-0.2,-0.1)\), and the exact response \((2,-1)\) turns it into the correction \(-0.4+0.1=-0.3\), which restores \(6\). The inexact response \((1.8,-1)\) gives \(-0.26\) and the force \(6.04\), in agreement with \(-\langle e,Ad\rangle=0.04\).

## Without symmetry or positivity

Symmetry matters for the correction itself. Take \(x=1\) and

\[
A=\begin{pmatrix}1&1\\0&1\end{pmatrix},\quad b=\begin{pmatrix}0\\1\end{pmatrix},\quad A^{-1}b=\begin{pmatrix}-1\\1\end{pmatrix}.
\]

The quadratic form is still positive, but \(F_{A^{-1}b}\) is \(1\) at \(n=(0,0)\) and \(2\) at \(n=(1,0)\), so it depends on the density. The reason is that the energy contains only the symmetric part of \(A\), and \(xb-An\) is no longer minus its gradient. With \(A\) replaced by its symmetric part, which leaves the energy unchanged, the correction is exact again.

Positivity matters for the minimum. For the \(1\times1\) matrix \(A=(-1)\) with \(b=1\), the corrected force is \(n-(x+n)=-x\) at every \(n\), equal to \(\langle b,m\rangle\), yet \(m=-x\) is now the maximum of the energy.
